# The covering radius of a plane lattice generated by two of three vectors with zero sum and nonpositive inner products

Q: "The greatest distance from a point to the lattice" hides two extremal problems: nearest lattice point, then worst point of the plane. How are they modelled?

A: The distance from $x$ to the lattice is `infDist`, an infimum over lattice points. The worst case is `IsGreatest` on the range of $x \mapsto$ `infDist x (lattice v₁ v₂)`. A number is greatest in that sense if it bounds every distance and is itself one of them, so some point of the plane must attain it.

The plane is $\mathbb R^2$ with its Euclidean norm, and the lattice is the set of points $m v_1 + n v_2$ with integer $m,n$. The signed cell area is $D=\det(v_1,v_2)$, and $S=|D|$. In the code, `v 0` and `v 1` are the two coordinates of a vector `v`, whereas `v₀`, `v₁`, `v₂` are three different vectors, with $v_0+v_1+v_2=0$.

```lean
import Mathlib

open Metric

namespace SellingCoveringRadius

noncomputable section

/-- The Euclidean plane. -/
abbrev Plane := EuclideanSpace ℝ (Fin 2)

/-- The signed area of the cell spanned by two vectors. -/
def det (v w : Plane) : ℝ := v 0 * w 1 - v 1 * w 0

/-- The lattice of all integer combinations of two vectors. -/
def lattice (v w : Plane) : Set Plane :=
  {x | ∃ m n : ℤ, x = (m : ℝ) • v + (n : ℝ) • w}
```

Q: Which point should be the worst one?

A: The circumcentre $c$ of the triangle with vertices $0$, $v_1$, $v_1+v_2$. Equal distances from these vertices mean
$$2c\cdot v_1=\|v_1\|^2,\qquad 2c\cdot v_2=\|v_1+v_2\|^2-\|v_1\|^2 .$$
For $D\neq0$ these two linear equations have one solution, which the definition writes in coordinates, with `v` and `w` for $v_1$ and $v_2$. The two lemmas after it express inner products and squared lengths in coordinates.

```lean
/-- The circumcentre of the triangle with vertices `0`, `v`, `v + w`, in coordinates. -/
def circumcentre (v w : Plane) : Plane :=
  !₂[(‖v‖ ^ 2 * w 1 - (‖v + w‖ ^ 2 - ‖v‖ ^ 2) * v 1) / (2 * det v w),
     ((‖v + w‖ ^ 2 - ‖v‖ ^ 2) * v 0 - ‖v‖ ^ 2 * w 0) / (2 * det v w)]

/-- The inner product of the plane in coordinates. -/
lemma inner_eq (x y : Plane) : inner ℝ x y = x 0 * y 0 + x 1 * y 1 := by
  rw [PiLp.inner_apply, Fin.sum_univ_two]
  simp only [RCLike.inner_apply, conj_trivial]
  ring

/-- The squared length in coordinates. -/
lemma norm_sq (x : Plane) : ‖x‖ ^ 2 = x 0 ^ 2 + x 1 ^ 2 := by
  rw [← real_inner_self_eq_norm_sq, inner_eq]
  ring
```

Q: Where do the three inner products enter?

A: Through Selling's formula. Put $p_{ij}=-v_i\cdot v_j$. Since $v_0=-(v_1+v_2)$, we have $\|v_1\|^2=p_{01}+p_{12}$ and $\|v_2\|^2=p_{02}+p_{12}$. Expanding the square gives
$$\|m v_1+n v_2\|^2=m^2(p_{01}+p_{12})+n^2(p_{02}+p_{12})-2mn\,p_{12}=p_{12}(m-n)^2+p_{01}m^2+p_{02}n^2 .$$
This holds for real $m,n$ and any signs of the $p_{ij}$. The proof substitutes for $v_0$, goes to coordinates and lets `ring` compare both sides.

```lean
/-- Selling's formula: for three vectors with sum zero, the squared length of `m v₁ + n v₂` is a
combination of three squares whose coefficients are the negated mutual inner products. -/
theorem selling_formula {v₀ v₁ v₂ : Plane} (h0 : v₀ + v₁ + v₂ = 0) (m n : ℝ) :
    ‖m • v₁ + n • v₂‖ ^ 2 = -inner ℝ v₁ v₂ * (m - n) ^ 2
      + -inner ℝ v₀ v₁ * m ^ 2 + -inner ℝ v₀ v₂ * n ^ 2 := by
  have h : v₀ = -(v₁ + v₂) := by
    rw [add_assoc] at h0
    exact eq_neg_of_add_eq_zero_left h0
  subst h
  simp only [norm_sq, inner_eq, PiLp.add_apply, PiLp.neg_apply, PiLp.smul_apply, smul_eq_mul]
  ring
```

Q: And the radius? I expect the product of the sides over four times the triangle's area.

A: That is what comes out, since the triangle has area $S/2$. Write $a=\|v_1\|^2$, $B=\|v_2\|^2$, $g=v_1\cdot v_2$ and $b=\|v_1+v_2\|^2-a=B+2g$. The coordinates of $c$ give
$$\|c\|^2=\frac{a^2B-2abg+ab^2}{4D^2}=\frac{a\,[aB+b(b-2g)]}{4D^2}=\frac{aB(a+b)}{4D^2},$$
because $b-2g=B$. As $a+b=\|v_1+v_2\|^2=\|v_0\|^2$, the radius is
$$R=\frac{\|v_0\|\|v_1\|\|v_2\|}{2S}.$$

The first result below recovers the two linear equations from the coordinates, using $D\ne0$ to clear denominators. The second compares squares to obtain $\|c\|=R$, then uses the linear equations for the other two vertices.

```lean
/-- The inner products of the circumcentre with the two basis vectors. -/
lemma circumcentre_inner {v w : Plane} (hD : det v w ≠ 0) :
    2 * inner ℝ (circumcentre v w) v = ‖v‖ ^ 2 ∧
    2 * inner ℝ (circumcentre v w) w = ‖v + w‖ ^ 2 - ‖v‖ ^ 2 := by
  have h0 : 2 * det v w * circumcentre v w 0
      = ‖v‖ ^ 2 * w 1 - (‖v + w‖ ^ 2 - ‖v‖ ^ 2) * v 1 :=
    mul_div_cancel₀ _ (mul_ne_zero two_ne_zero hD)
  have h1 : 2 * det v w * circumcentre v w 1
      = (‖v + w‖ ^ 2 - ‖v‖ ^ 2) * v 0 - ‖v‖ ^ 2 * w 0 :=
    mul_div_cancel₀ _ (mul_ne_zero two_ne_zero hD)
  have hd : det v w = v 0 * w 1 - v 1 * w 0 := rfl
  constructor
  · apply mul_left_cancel₀ hD
    rw [inner_eq]
    linear_combination v 0 * h0 + v 1 * h1 - ‖v‖ ^ 2 * hd
  · apply mul_left_cancel₀ hD
    rw [inner_eq]
    linear_combination w 0 * h0 + w 1 * h1 - (‖v + w‖ ^ 2 - ‖v‖ ^ 2) * hd

/-- The circumcentre has the same distance, the product of the three side lengths over twice
the cell area, from the vertices `0`, `v` and `v + w`. -/
theorem circumcentre_equidistant {v w : Plane} (hD : det v w ≠ 0) :
    ‖circumcentre v w‖ = ‖v + w‖ * ‖v‖ * ‖w‖ / (2 * |det v w|) ∧
    ‖v - circumcentre v w‖ = ‖v + w‖ * ‖v‖ * ‖w‖ / (2 * |det v w|) ∧
    ‖v + w - circumcentre v w‖ = ‖v + w‖ * ‖v‖ * ‖w‖ / (2 * |det v w|) := by
  obtain ⟨hv, hw⟩ := circumcentre_inner hD
  have hc : ‖circumcentre v w‖ = ‖v + w‖ * ‖v‖ * ‖w‖ / (2 * |det v w|) := by
    apply (sq_eq_sq₀ (norm_nonneg _) (by positivity)).1
    have c0 : circumcentre v w 0
      = (‖v‖ ^ 2 * w 1 - (‖v + w‖ ^ 2 - ‖v‖ ^ 2) * v 1) / (2 * det v w) := rfl
    have c1 : circumcentre v w 1
      = ((‖v + w‖ ^ 2 - ‖v‖ ^ 2) * v 0 - ‖v‖ ^ 2 * w 0) / (2 * det v w) := rfl
    rw [norm_sq (circumcentre v w), c0, c1]
    simp only [div_pow, mul_pow, sq_abs, norm_sq, PiLp.add_apply]
    ring
  refine ⟨hc, ?_, ?_⟩
  · rw [← hc]
    apply (sq_eq_sq₀ (norm_nonneg _) (norm_nonneg _)).1
    rw [norm_sub_sq_real, real_inner_comm]
    linear_combination -hv
  · rw [← hc]
    apply (sq_eq_sq₀ (norm_nonneg _) (norm_nonneg _)).1
    rw [norm_sub_sq_real, real_inner_comm, inner_add_right]
    linear_combination -hv - hw
```

Q: Some other lattice point could still lie closer to $c$ than the vertices do.

A: The sign conditions, $v_i\cdot v_j\le0$ for $i\ne j$, exclude that. Let $l=mv_1+nv_2$. Since $2c\cdot v_1=p_{01}+p_{12}$ and $2c\cdot v_2=p_{02}-p_{12}$,
$$\|c-l\|^2-\|c\|^2=\|l\|^2-2c\cdot l=p_{12}\,k(k-1)+p_{01}\,m(m-1)+p_{02}\,n(n-1),\quad k=m-n .$$
For an integer $k$, the product $k(k-1)$ is never negative: either $k\le0$ and both factors are nonpositive, or $k\ge1$ and both are nonnegative. With all $p_{ij}\ge0$, the right side is nonnegative.

The integer inequality is the first lemma. In the second, `key` is the displayed identity, and `linarith` adds the three nonnegative terms.

```lean
lemma int_mul_pred_nonneg (k : ℤ) : (0 : ℝ) ≤ (k : ℝ) * ((k : ℝ) - 1) := by
  have h : (0 : ℤ) ≤ k * (k - 1) := by
    rcases le_or_gt k 0 with h | h
    · exact mul_nonneg_of_nonpos_of_nonpos h (by omega)
    · exact mul_nonneg h.le (by omega)
  exact_mod_cast h

/-- For three plane vectors with sum zero, nonzero cell area and nonpositive mutual inner products,
no point of the lattice generated by `v₁` and `v₂` is closer to the circumcentre than the origin is.
-/
theorem circumcentre_is_hole {v₀ v₁ v₂ : Plane} (h0 : v₀ + v₁ + v₂ = 0) (hD : det v₁ v₂ ≠ 0)
    (h12 : inner ℝ v₁ v₂ ≤ 0) (h01 : inner ℝ v₀ v₁ ≤ 0) (h02 : inner ℝ v₀ v₂ ≤ 0) (m n : ℤ) :
    ‖circumcentre v₁ v₂‖ ≤ ‖circumcentre v₁ v₂ - ((m : ℝ) • v₁ + (n : ℝ) • v₂)‖ := by
  obtain ⟨hcv, hcw⟩ := circumcentre_inner hD
  have hv := selling_formula h0 1 0
  have hw := selling_formula h0 1 1
  simp only [one_smul, zero_smul, add_zero] at hv hw
  -- the excess of the squared distance is a sum of terms k (k - 1) weighted by the negated inner products
  have key : ‖circumcentre v₁ v₂ - ((m : ℝ) • v₁ + (n : ℝ) • v₂)‖ ^ 2
      = ‖circumcentre v₁ v₂‖ ^ 2 + -inner ℝ v₁ v₂ * (((m : ℝ) - n) * ((m : ℝ) - n - 1))
        + -inner ℝ v₀ v₁ * ((m : ℝ) * (m - 1)) + -inner ℝ v₀ v₂ * ((n : ℝ) * (n - 1)) := by
    rw [norm_sub_sq_real, selling_formula h0, inner_add_right, inner_smul_right,
      inner_smul_right]
    linear_combination -(m : ℝ) * hcv - (n : ℝ) * hcw - (m : ℝ) * hv - (n : ℝ) * hw + (n : ℝ) * hv
  have hk := int_mul_pred_nonneg (m - n)
  push_cast at hk
  have e1 := mul_nonneg (neg_nonneg.2 h12) hk
  have e2 := mul_nonneg (neg_nonneg.2 h01) (int_mul_pred_nonneg m)
  have e3 := mul_nonneg (neg_nonneg.2 h02) (int_mul_pred_nonneg n)
  apply (sq_le_sq₀ (norm_nonneg _) (norm_nonneg _)).1
  linarith
```

Q: So $c$ is at distance $R$ from the lattice. Why is no point farther away?

A: Take $x=\alpha a_1+\beta a_2+\gamma a_3$ in a triangle with circumcentre $o$ and radius $R$, with nonnegative weights of sum one. Expand each $\|a_i-o\|^2$ about $x$. The cross terms cancel in the weighted sum, because the weighted mean of $a_i-x$ is zero, leaving
$$\alpha\|x-a_1\|^2+\beta\|x-a_2\|^2+\gamma\|x-a_3\|^2=R^2-\|x-o\|^2\le R^2 .$$
The three distances cannot all exceed $R$. The Lean proof assumes that they do, picks a number $d$ strictly between $R$ and the smallest of them, and finds $d^2\le R^2$, a contradiction.

```lean
/-- A point of a triangle lies within the circumradius of at least one vertex. -/
theorem exists_vertex_near {a b c o x : Plane} {α β γ R : ℝ} (hα : 0 ≤ α) (hβ : 0 ≤ β)
    (hγ : 0 ≤ γ) (hs : α + β + γ = 1) (hx : x = α • a + β • b + γ • c)
    (ha : ‖a - o‖ = R) (hb : ‖b - o‖ = R) (hc : ‖c - o‖ = R) :
    ‖x - a‖ ≤ R ∨ ‖x - b‖ ≤ R ∨ ‖x - c‖ ≤ R := by
  by_contra! h
  obtain ⟨h1, h2, h3⟩ := h
  have hR : 0 ≤ R := ha ▸ norm_nonneg _
  -- the weighted mean of the squared distances to the vertices
  have key : α * ‖x - a‖ ^ 2 + β * ‖x - b‖ ^ 2 + γ * ‖x - c‖ ^ 2 + ‖x - o‖ ^ 2
      = α * ‖a - o‖ ^ 2 + β * ‖b - o‖ ^ 2 + γ * ‖c - o‖ ^ 2 := by
    obtain rfl : γ = 1 - α - β := by linarith
    subst hx
    simp only [norm_sq, PiLp.add_apply, PiLp.sub_apply, PiLp.smul_apply, smul_eq_mul]
    ring
  rw [ha, hb, hc] at key
  obtain ⟨d, hd, hdm⟩ := exists_between (lt_min h1 (lt_min h2 h3))
  obtain ⟨d1, d23⟩ := lt_min_iff.1 hdm
  obtain ⟨d2, d3⟩ := lt_min_iff.1 d23
  have hd0 : 0 ≤ d := hR.trans hd.le
  have e1 := mul_le_mul_of_nonneg_left (pow_le_pow_left₀ hd0 d1.le 2) hα
  have e2 := mul_le_mul_of_nonneg_left (pow_le_pow_left₀ hd0 d2.le 2) hβ
  have e3 := mul_le_mul_of_nonneg_left (pow_le_pow_left₀ hd0 d3.le 2) hγ
  have s1 : α * d ^ 2 + β * d ^ 2 + γ * d ^ 2 = d ^ 2 := by linear_combination d ^ 2 * hs
  have s2 : α * R ^ 2 + β * R ^ 2 + γ * R ^ 2 = R ^ 2 := by linear_combination R ^ 2 * hs
  nlinarith [sq_nonneg ‖x - o‖]
```

Q: That treats one triangle, not the plane.

A: Write $x=sv_1+tv_2$ and remove the integer parts of $s$ and $t$, leaving $p,q\in[0,1)$. If $q\le p$, then
$$pv_1+qv_2=(1-p)\,0+(p-q)\,v_1+q\,(v_1+v_2),$$
a point of the first triangle. If $p\le q$, the weights $1-q$, $q-p$, $p$ place it in the triangle $0,v_2,v_1+v_2$. That triangle is the first one inverted through the cell centre, so its circumcentre is $v_1+v_2-c$ and its radius is again $R$. Adding the integer parts back turns the nearby vertex into a lattice point near $x$.

The proof obtains $s$ and $t$ as ratios of determinants and splits on the order of $p$ and $q$.

```lean
/-- For any basis of the plane, every point has a lattice point within the circumradius of the
triangle `0`, `v`, `v + w`. -/
theorem exists_lattice_point_near {v w : Plane} (hD : det v w ≠ 0) (x : Plane) :
    ∃ l ∈ lattice v w, ‖x - l‖ ≤ ‖v + w‖ * ‖v‖ * ‖w‖ / (2 * |det v w|) := by
  obtain ⟨h1, h2, h3⟩ := circumcentre_equidistant hD
  obtain ⟨s, t, hx⟩ : ∃ s t : ℝ, x = s • v + t • w := by
    refine ⟨det x w / det v w, det v x / det v w, ?_⟩
    ext i
    fin_cases i
    · show x 0 = det x w / det v w * v 0 + det v x / det v w * w 0
      field_simp
      simp only [det]
      ring
    · show x 1 = det x w / det v w * v 1 + det v x / det v w * w 1
      field_simp
      simp only [det]
      ring
  -- inside the unit cell, use the triangle on the proper side of the diagonal
  have key : ∃ i j : ℤ, ‖(Int.fract s • v + Int.fract t • w) - ((i : ℝ) • v + (j : ℝ) • w)‖
      ≤ ‖v + w‖ * ‖v‖ * ‖w‖ / (2 * |det v w|) := by
    have s0 := Int.fract_nonneg s
    have t0 := Int.fract_nonneg t
    have s1 := (Int.fract_lt_one s).le
    have t1 := (Int.fract_lt_one t).le
    generalize Int.fract s = p at *
    generalize Int.fract t = q at *
    rcases le_total q p with hqp | hpq
    · rcases exists_vertex_near (a := 0) (b := v) (c := v + w) (o := circumcentre v w)
        (x := p • v + q • w) (sub_nonneg.2 s1) (sub_nonneg.2 hqp) t0 (by ring) (by module)
        (by rw [zero_sub, norm_neg]; exact h1) h2 h3 with h | h | h
      · exact ⟨0, 0, by simpa using h⟩
      · exact ⟨1, 0, by simpa using h⟩
      · exact ⟨1, 1, by simpa using h⟩
    · rcases exists_vertex_near (a := 0) (b := w) (c := v + w) (o := v + w - circumcentre v w)
        (x := p • v + q • w) (R := ‖v + w‖ * ‖v‖ * ‖w‖ / (2 * |det v w|))
        (sub_nonneg.2 t1) (sub_nonneg.2 hpq) s0 (by ring) (by module)
        (by rw [zero_sub, norm_neg]; exact h3)
        (by rw [show w - (v + w - circumcentre v w) = -(v - circumcentre v w) by abel,
              norm_neg]; exact h2)
        (by rw [sub_sub_cancel]; exact h1) with h | h | h
      · exact ⟨0, 0, by simpa using h⟩
      · exact ⟨0, 1, by simpa using h⟩
      · exact ⟨1, 1, by simpa using h⟩
  obtain ⟨i, j, hij⟩ := key
  refine ⟨_, ⟨⌊s⌋ + i, ⌊t⌋ + j, rfl⟩, ?_⟩
  convert hij using 2
  rw [hx, ← Int.self_sub_floor s, ← Int.self_sub_floor t]
  push_cast
  module
```

Q: This bound never used the signs. Are they needed at all?

A: For equality, yes. The vectors $v_1=(1,0)$, $v_2=(1,1)$ generate the square lattice, but $v_1\cdot v_2=1$. The formula gives $\sqrt{10}/2$, while the true greatest distance is $1/\sqrt2$. Geometrically, the sign conditions say that the triangle has no obtuse angle.

In the theorem, `h0` is the zero sum, `hD` is the nonzero area, and `h12`, `h01`, `h02` are the sign conditions. The upper bound comes from the nearby lattice point. The circumcentre attains it: every lattice point is at least $\|c\|=R$ away, and the origin is exactly that far.

```lean
/-- For three plane vectors with sum zero, nonzero cell area and nonpositive mutual inner products,
the greatest distance from a point of the plane to the lattice is attained and equals the product
of the three lengths over twice the cell area. -/
theorem covering_radius {v₀ v₁ v₂ : Plane} (h0 : v₀ + v₁ + v₂ = 0) (hD : det v₁ v₂ ≠ 0)
    (h12 : inner ℝ v₁ v₂ ≤ 0) (h01 : inner ℝ v₀ v₁ ≤ 0) (h02 : inner ℝ v₀ v₂ ≤ 0) :
    IsGreatest (Set.range fun x : Plane => infDist x (lattice v₁ v₂))
      (‖v₀‖ * ‖v₁‖ * ‖v₂‖ / (2 * |det v₁ v₂|)) := by
  have hn : ‖v₀‖ = ‖v₁ + v₂‖ := by
    rw [add_assoc] at h0
    rw [eq_neg_of_add_eq_zero_left h0, norm_neg]
  rw [hn]
  have upper : ∀ x : Plane, infDist x (lattice v₁ v₂)
      ≤ ‖v₁ + v₂‖ * ‖v₁‖ * ‖v₂‖ / (2 * |det v₁ v₂|) := by
    intro x
    obtain ⟨l, hl, hxl⟩ := exists_lattice_point_near hD x
    exact (infDist_le_dist_of_mem hl).trans (by rw [dist_eq_norm]; exact hxl)
  constructor
  · -- the circumcentre realises the bound
    refine ⟨circumcentre v₁ v₂, le_antisymm (upper _) ?_⟩
    have hne : (lattice v₁ v₂).Nonempty := ⟨_, 0, 0, rfl⟩
    refine (le_infDist hne).2 ?_
    rintro y ⟨m, n, rfl⟩
    rw [dist_eq_norm, ← (circumcentre_equidistant hD).1]
    exact circumcentre_is_hole h0 hD h12 h01 h02 m n
  · rintro _ ⟨x, rfl⟩
    exact upper x
```

Q: Must I find such vectors myself for a given crystal?

A: Yes. The theorem takes them as given; it contains no reduction algorithm and no proof that every plane lattice has such a triple. It is also restricted to two dimensions.

Q: What would I use $R$ for?

A: Suppose that $v_1,v_2$ generate the reciprocal lattice of a two-dimensional crystal, with the factor $2\pi$ included, and that $v_0,v_1,v_2$ meet the sign conditions. Then $R$ is the greatest length of a wave vector in the first Brillouin zone, boundary included. For non-interacting electrons in a vanishing periodic potential, the top of the lowest band is then $\hbar^2R^2/2m_e$, with $m_e$ the electron mass.

Q: Does the formula survive the limiting case of a right angle?

A: It does, since zero inner products are allowed. If $v_1\cdot v_2=0$ and both vectors are nonzero, then $S=\|v_1\|\|v_2\|$ and $R=\|v_1+v_2\|/2$, half the cell diagonal. The equations for $c$ give $c=(v_1+v_2)/2$, so both triangles share the cell centre as circumcentre. A square cell of side $L$ has $R=L/\sqrt2$.

The last theorem sets $v_0=-(v+w)$, checks the remaining signs from $v_0\cdot v=-\|v\|^2$ and $v_0\cdot w=-\|w\|^2$, and simplifies the general formula.

```lean
/-- For a rectangular lattice the greatest distance to the lattice is half the cell diagonal. -/
theorem covering_radius_rectangular {v w : Plane} (hv : v ≠ 0) (hw : w ≠ 0)
    (h : inner ℝ v w = 0) :
    IsGreatest (Set.range fun x : Plane => infDist x (lattice v w)) (‖v + w‖ / 2) := by
  have nv : 0 < ‖v‖ := norm_pos_iff.2 hv
  have nw : 0 < ‖w‖ := norm_pos_iff.2 hw
  have h' := h
  rw [inner_eq] at h'
  have hdet : |det v w| = ‖v‖ * ‖w‖ := by
    apply (sq_eq_sq₀ (abs_nonneg _) (by positivity)).1
    rw [sq_abs, mul_pow, norm_sq, norm_sq]
    simp only [det]
    linear_combination -(v 0 * w 0 + v 1 * w 1) * h'
  have hD : det v w ≠ 0 := abs_pos.1 (by rw [hdet]; positivity)
  have main := covering_radius (v₀ := -(v + w)) (v₁ := v) (v₂ := w) (by abel) hD h.le
    (by simp only [inner_eq, PiLp.neg_apply, PiLp.add_apply]
        nlinarith [sq_nonneg (v 0), sq_nonneg (v 1)])
    (by simp only [inner_eq, PiLp.neg_apply, PiLp.add_apply]
        nlinarith [sq_nonneg (w 0), sq_nonneg (w 1)])
  have e : ‖-(v + w)‖ * ‖v‖ * ‖w‖ / (2 * |det v w|) = ‖v + w‖ / 2 := by
    rw [norm_neg, hdet, mul_assoc]
    exact mul_div_mul_right _ _ (mul_pos nv nw).ne'
  rwa [e] at main

end

end SellingCoveringRadius
```

```lean
#print axioms SellingCoveringRadius.covering_radius
#print axioms SellingCoveringRadius.covering_radius_rectangular
```

```
'SellingCoveringRadius.covering_radius' depends on axioms: [propext, Classical.choice, Quot.sound]
'SellingCoveringRadius.covering_radius_rectangular' depends on axioms: [propext, Classical.choice, Quot.sound]
```
